# The purified grand potential has no lower bound over real symmetric matrices if some level lies off the chemical potential

For non-interacting particles in finitely many levels, with energies measured from the chemical potential on the diagonal of h, the purified grand potential is Tr[(3D² − 2D³)h]. The theorem `unbounded_below` says that if at least one of these energies is nonzero, then for every real B some real symmetric matrix D brings this function below B; D need not be a projector or have eigenvalues between 0 and 1. The proof starts from the projector on the levels below the chemical potential and moves by t times h, along which the function is a polynomial in t with cubic coefficient −2 Tr h⁴, which is negative. An inner claim, `cubic`, is to show that such a polynomial falls below B for some t.

This version doesn't compile in Lean 4 with Mathlib:

```lean
import Mathlib

open Matrix

namespace UnboundedBelow

noncomputable section

variable {n : Type*} [Fintype n] [DecidableEq n]

/-- The purified grand potential `Tr[(3D² - 2D³)h]`, where `h` is diagonal and holds the level
energies measured from the chemical potential. -/
def Omega (h : n → ℝ) (D : Matrix n n ℝ) : ℝ :=
  trace (((3 : ℝ) • (D * D) - (2 : ℝ) • (D * D * D)) * diagonal h)

/-- Zero-temperature occupation: one for a level below the chemical potential, else zero. -/
def occ (h : n → ℝ) (i : n) : ℝ := if h i < 0 then 1 else 0

/-- The projector on the levels below the chemical potential. -/
def proj (h : n → ℝ) : Matrix n n ℝ := diagonal (occ h)

/-- The part of `Omega` at `proj h + X` that is quadratic in `X`. -/
def quadPart (h : n → ℝ) (X : Matrix n n ℝ) : ℝ :=
  trace (((3 : ℝ) • (X * X) - (2 : ℝ) • (proj h * (X * X)
    + X * proj h * X + X * X * proj h)) * diagonal h)

/-- Along any line through the projector the grand potential is a polynomial of degree at most
three without linear term. -/
theorem expansion (h : n → ℝ) (X : Matrix n n ℝ) (t : ℝ) :
    Omega h (proj h + t • X) = Omega h (proj h)
      + t ^ 2 * quadPart h X + t ^ 3 * (-2 * trace (X * X * X * diagonal h)) := by
  have lin : ∀ A L S K : Matrix n n ℝ,
      trace ((A + t • L + t ^ 2 • S + (t ^ 3 * (-2)) • K) * diagonal h)
      = trace (A * diagonal h) + t * trace (L * diagonal h) + t ^ 2 * trace (S * diagonal h)
        + (t ^ 3 * (-2)) * trace (K * diagonal h) := by
    intro A L S K
    simp only [add_mul, Matrix.smul_mul, trace_add, trace_smul, smul_eq_mul]
  -- the linear term vanishes because occupations are zero or one
  have first : trace (((3 : ℝ) • (proj h * X + X * proj h) - (2 : ℝ) • (proj h * (proj h * X)
      + proj h * X * proj h + X * proj h * proj h)) * diagonal h) = 0 := by
    unfold proj
    simp only [trace, diag_apply, mul_diagonal, diagonal_mul, Matrix.sub_apply,
      Matrix.smul_apply, Matrix.add_apply, smul_eq_mul]
    refine Finset.sum_eq_zero fun i _ => ?_
    unfold occ
    split_ifs <;> ring
  have key : ∀ P : Matrix n n ℝ,
      (3 : ℝ) • ((P + t • X) * (P + t • X))
        - (2 : ℝ) • ((P + t • X) * (P + t • X) * (P + t • X))
      = ((3 : ℝ) • (P * P) - (2 : ℝ) • (P * P * P))
        + t • ((3 : ℝ) • (P * X + X * P) - (2 : ℝ) • (P * (P * X) + P * X * P + X * P * P))
        + t ^ 2 • ((3 : ℝ) • (X * X) - (2 : ℝ) • (P * (X * X) + X * P * X + X * X * P))
        + (t ^ 3 * (-2)) • (X * X * X) := by
    intro P
    simp only [add_mul, mul_add, Matrix.smul_mul, Matrix.mul_smul, Matrix.mul_assoc]
    module
  unfold Omega quadPart
  rw [key, lin, first]
  ring

/-- If some level lies off the chemical potential, the grand potential takes arbitrarily low values
on symmetric matrices. -/
theorem unbounded_below (h : n → ℝ) {i : n} (hi : h i ≠ 0) (B : ℝ) :
    ∃ D : Matrix n n ℝ, D.IsSymm ∧ Omega h D < B := by
  have cubic : ∀ a Q K : ℝ, 0 < K → ∃ t : ℝ, a + t ^ 2 * Q + t ^ 3 * (-2 * K) < B := by
    intro a Q K hK
    obtain ⟨t, ht, htK⟩ : ∃ t : ℝ, 1 ≤ t ∧ t * K = K + (|Q| + |a| + |B|) :=
      ⟨1 + (|Q| + |a| + |B|) / K, le_add_of_nonneg_right (by positivity),
        by rw [add_mul, one_mul, div_mul_cancel₀ _ hK.ne']⟩
    have e : t ^ 3 * (-2 * K) = -2 * t ^ 2 * (K + (|Q| + |a| + |B|)) := by
      linear_combination (-2 * t ^ 2) * htK
    have p1 := mul_nonneg (sq_nonneg t) (sub_nonneg.2 (le_abs_self Q))
    have p2 := mul_nonneg (sub_nonneg.2 (one_le_pow₀ ht : 1 ≤ t ^ 2))
      (add_nonneg (abs_nonneg a) (abs_nonneg B))
    have p3 : 0 < t ^ 2 * K := by positivity
    have p4 : 0 ≤ t ^ 2 * (|Q| + |a| + |B|) := by positivity
    rw [e]
    linarith [le_abs_self a, neg_abs_le B]
  -- along the direction `h` itself the cubic coefficient is negative
  have hK : 0 < trace (diagonal h * diagonal h * diagonal h * diagonal h) := by
    simp only [diagonal_mul_diagonal, trace_diagonal]
    exact Finset.sum_pos' (fun k _ => by linarith [mul_self_nonneg (h k * h k)])
      ⟨i, Finset.mem_univ i, by linarith [mul_self_pos.2 (mul_ne_zero hi hi)]⟩
  obtain ⟨t, ht⟩ := cubic (Omega h (proj h)) (quadPart h (diagonal h)) _ hK
  refine ⟨proj h + t • diagonal h, ?_, by rw [expansion]; exact ht⟩
  simp [Matrix.IsSymm, proj]

end

end UnboundedBelow
```

Lean reports:

```
Main.lean:77:8: error: Tactic `rewrite` failed: Did not find an occurrence of the pattern
  t ^ 3 * (-2 * K)
in the target expression
  ∃ t, a + t ^ 2 * Q + t ^ 3 * (-2 * K) < B

n : Type u_1
inst✝¹ : Fintype n
inst✝ : DecidableEq n
h : n → ℝ
i : n
hi : h i ≠ 0
B a Q K : ℝ
hK : 0 < K
t : ℝ
ht : 1 ≤ t
htK : t * K = K + (|Q| + |a| + |B|)
e : t ^ 3 * (-2 * K) = -2 * t ^ 2 * (K + (|Q| + |a| + |B|))
p1 : 0 ≤ t ^ 2 * (|Q| - Q)
p2 : 0 ≤ (t ^ 2 - 1) * (|a| + |B|)
p3 : 0 < t ^ 2 * K
p4 : 0 ≤ t ^ 2 * (|Q| + |a| + |B|)
⊢ ∃ t, a + t ^ 2 * Q + t ^ 3 * (-2 * K) < B
```

Fix (accepted with no message):

```diff
@@ -75,4 +75,5 @@
     have p3 : 0 < t ^ 2 * K := by positivity
     have p4 : 0 ≤ t ^ 2 * (|Q| + |a| + |B|) := by positivity
+    refine ⟨t, ?_⟩
     rw [e]
     linarith [le_abs_self a, neg_abs_le B]
```

The error is in the proof of `cubic`, whose goal is still `∃ t, a + t ^ 2 * Q + t ^ 3 * (-2 * K) < B` when `rw [e]` runs. The pattern Lean reports as missing seems to stand in the target, but the two `t`s are different variables that share a name. In `e`, `t` is the particular number that `obtain` took from an earlier existence statement; in the goal, `t` is bound by `∃`. The equation `e` speaks only of the particular number, so `rw` finds nothing to rewrite. Having a suitable `t` among the hypotheses does not by itself offer it as the witness for the goal.

The added line `refine ⟨t, ?_⟩` does that. What remains to be shown is the inequality for this very `t`, so the left side of `e` now occurs in the goal and `rw [e]` succeeds. The goal is then a plain inequality between real numbers, which `linarith` proves from the facts already prepared.
